# Weak attraction brightens the lowest exciton and darkens the highest when dipoles and couplings are positive

**Q:** I switch on a weak electron–hole attraction in a finite set of pair states with distinct energies, positive dipoles and positive couplings. You say it's a theorem that the squared transition dipole of the lowest exciton grows and that of the highest shrinks. What is the calculation?

**A:** Let $E_m$ be the bare pair energies, $d_m$ their real transition dipoles, $K$ the real coupling matrix and $s$ the attraction strength. The Hamiltonian is $H(s)=\mathrm{diag}(E)-sK$. Follow a unit eigenvector $v(s)$ with $v(0)=e_j$, the bare state $j$, whose energy differs from all others. Since $Hv$ is proportional to $v$,
$$v_j\,(Hv)_m=v_m\,(Hv)_j,\qquad (Hv)_m=E_mv_m-s(Kv)_m .$$
For $m\neq j$, differentiate at $s=0$, where $v_j=1$ and $v_m=0$:
$$E_mv_m'-K_{mj}=E_jv_m',\qquad\text{so}\qquad v_m'=\frac{K_{mj}}{E_m-E_j}.$$
Differentiating $v\cdot v=1$ gives $2v_j'=0$. The strength $(d\cdot v)^2$ therefore has slope
$$2(d\cdot v(0))(d\cdot v'(0))=2d_j\sum_{m\ne j}\frac{d_mK_{mj}}{E_m-E_j}.$$
With positive $d$ and positive off-diagonal $K$, every term is positive for the lowest level and negative for the highest.

**Q:** Is "strength" in the code what I would call oscillator strength?

```lean
import Mathlib

open Matrix Filter Topology

namespace ExcitonIntensityTransfer

noncomputable section

variable {ι : Type*} [Fintype ι]

/-- Squared transition dipole `(d · x)²` of a state `x`, where `d` lists the real transition dipoles
of the pair states. -/
def strength (d x : ι → ℝ) : ℝ := (d ⬝ᵥ x) ^ 2
```

**A:** No. It is the squared transition dipole for one polarisation; the usual oscillator strength also has a factor of the excitation energy. "Brighter" and "darker" here refer to the squared dipole alone.

**Q:** And the Hamiltonian?

```lean
variable [DecidableEq ι]

/-- Exciton Hamiltonian `diag(E) - s K`: pair energies `E` and an attraction `K` of
strength `s`. -/
def hamiltonian (E : ι → ℝ) (K : Matrix ι ι ℝ) (s : ℝ) : Matrix ι ι ℝ :=
  Matrix.diagonal E - s • K
```

**A:** For symmetric $K$ it is a simplified finite Bethe–Salpeter model in the Tamm–Dancoff form, with real entries, no electron–hole exchange term and no coupling to de-excitations. The definition itself accepts any real $K$. `ι` labels the pair states.

**Q:** Where does the eigenvector come from? You might be assuming perturbation theory.

```lean
/-- A branch of unit eigenvectors of the exciton Hamiltonian near `s = 0`, differentiable
at `0`, that starts from the bare pair state `j`. -/
structure IsBranch (E : ι → ℝ) (K : Matrix ι ι ℝ) (j : ι) (v : ℝ → ι → ℝ) : Prop where
  diff : DifferentiableAt ℝ v 0
  start : v 0 = Pi.single j 1
  unit : ∀ᶠ s in 𝓝 (0 : ℝ), v s ⬝ᵥ v s = 1
  eigen : ∀ᶠ s in 𝓝 (0 : ℝ), ∃ w : ℝ, hamiltonian E K s *ᵥ v s = w • v s
```

**A:** `IsBranch` assumes that a branch exists and is differentiable at zero; it doesn't assume the first-order formula. Normalisation and the eigenvalue equation hold for all $s$ near zero. The eigenvalue `w` need only exist at each $s$, with no smoothness required.

**Q:** Then the formula must be derived.

```lean
/-- The first-order slope `2 d_j ∑_{m ≠ j} d_m K_mj / (E_m - E_j)` of the strength, meant
for a level `j` whose energy differs from all others. -/
def strengthSlope (E : ι → ℝ) (K : Matrix ι ι ℝ) (d : ι → ℝ) (j : ι) : ℝ :=
  2 * d j * ∑ m ∈ Finset.univ.erase j, d m * K m j / (E m - E j)

/-- The exciton Hamiltonian acting on a state, in components. -/
theorem hamiltonian_mulVec (E : ι → ℝ) (K : Matrix ι ι ℝ) (s : ℝ) (x : ι → ℝ) (i : ι) :
    (hamiltonian E K s *ᵥ x) i = E i * x i - s * (K *ᵥ x) i := by
  simp [hamiltonian, Matrix.sub_mulVec, Matrix.smul_mulVec, Matrix.mulVec_diagonal]
```

**A:** `strengthSlope` only names the candidate, and `hamiltonian_mulVec` writes $H$ in components. The derivation starts with the mixing amplitudes.

```lean
/-- First-order mixing: a pair state `m ≠ j` with `E_m ≠ E_j` enters the branch of `j` with
amplitude slope `K_mj / (E_m - E_j)`. -/
theorem hasDerivAt_mixing {E : ι → ℝ} {K : Matrix ι ι ℝ} {j m : ι} {v : ℝ → ι → ℝ}
    (h : IsBranch E K j v) (hm : m ≠ j) (hE : E m ≠ E j) :
    HasDerivAt (fun s => v s m) (K m j / (E m - E j)) 0 := by
  obtain ⟨v', hv⟩ : ∃ v' : ι → ℝ, ∀ i, HasDerivAt (fun s => v s i) (v' i) 0 :=
    ⟨deriv v 0, hasDerivAt_pi.1 h.diff.hasDerivAt⟩
  have hK : ∀ i, HasDerivAt (fun s => (K *ᵥ v s) i) ((K *ᵥ v') i) 0 := by
    intro i
    simp only [Matrix.mulVec, dotProduct]
    exact HasDerivAt.fun_sum fun k _ => (hv k).const_mul (K i k)
  have hH : ∀ i, HasDerivAt (fun s => E i * v s i - s * (K *ᵥ v s) i)
      (E i * v' i - (1 * (K *ᵥ v 0) i + 0 * (K *ᵥ v') i)) 0 := fun i =>
    ((hv i).const_mul (E i)).fun_sub ((hasDerivAt_id' (0 : ℝ)).fun_mul (hK i))
  -- the eigenvalue drops out of the ratio of two components
  have heq : (fun s => v s j * (E m * v s m - s * (K *ᵥ v s) m)) =ᶠ[𝓝 0]
      (fun s => v s m * (E j * v s j - s * (K *ᵥ v s) j)) := by
    filter_upwards [h.eigen] with s hs
    obtain ⟨w, hw⟩ := hs
    have a := congrFun hw m
    have b := congrFun hw j
    rw [hamiltonian_mulVec, Pi.smul_apply, smul_eq_mul] at a b
    rw [a, b]
    ring
  have key := ((hv j).fun_mul (hH m)).unique
    (((hv m).fun_mul (hH j)).congr_of_eventuallyEq heq)
  have h0j : v 0 j = 1 := by rw [h.start, Pi.single_eq_same]
  have h0m : v 0 m = 0 := by rw [h.start, Pi.single_eq_of_ne hm]
  have hKm : (K *ᵥ v 0) m = K m j := by rw [h.start]; simp
  simp only [h0j, h0m, hKm] at key
  refine (hv m).congr_deriv ((eq_div_iff (sub_ne_zero.2 hE)).2 ?_)
  linear_combination key
```

Here `heq` is the ratio identity without the eigenvalue. Both sides are differentiated by the product rule, and uniqueness of the derivative equates the results in `key`. The last two lines solve for $v_m'$.

```lean
/-- Normalisation keeps the amplitude of the parent state `j` stationary at first order. -/
theorem hasDerivAt_parent {E : ι → ℝ} {K : Matrix ι ι ℝ} {j : ι} {v : ℝ → ι → ℝ}
    (h : IsBranch E K j v) : HasDerivAt (fun s => v s j) 0 0 := by
  obtain ⟨v', hv⟩ : ∃ v' : ι → ℝ, ∀ i, HasDerivAt (fun s => v s i) (v' i) 0 :=
    ⟨deriv v 0, hasDerivAt_pi.1 h.diff.hasDerivAt⟩
  have hS : HasDerivAt (fun s => v s ⬝ᵥ v s) (∑ k, (v' k * v 0 k + v 0 k * v' k)) 0 := by
    simp only [dotProduct]
    exact HasDerivAt.fun_sum fun k _ => (hv k).fun_mul (hv k)
  have key := hS.unique ((hasDerivAt_const (0 : ℝ) (1 : ℝ)).congr_of_eventuallyEq h.unit)
  simp [h.start, Finset.sum_add_distrib, Pi.single_apply] at key
  exact (hv j).congr_deriv (by linarith)
```

The same uniqueness argument, applied to the constant norm, gives $v_j'=0$.

```lean
/-- The strength of the exciton that grows out of a non-degenerate level `j` has slope
`2 d_j ∑_{m ≠ j} d_m K_mj / (E_m - E_j)` at zero attraction. -/
theorem hasDerivAt_strength {E : ι → ℝ} {K : Matrix ι ι ℝ} {j : ι} {v : ℝ → ι → ℝ}
    (d : ι → ℝ) (h : IsBranch E K j v) (hE : ∀ m, m ≠ j → E m ≠ E j) :
    HasDerivAt (fun s => strength d (v s)) (strengthSlope E K d j) 0 := by
  have hc : ∀ m, HasDerivAt (fun s => v s m)
      (if m = j then 0 else K m j / (E m - E j)) 0 := by
    intro m
    by_cases hm : m = j
    · rw [if_pos hm, hm]
      exact hasDerivAt_parent h
    · rw [if_neg hm]
      exact hasDerivAt_mixing h hm (hE m hm)
  have hdot : HasDerivAt (fun s => d ⬝ᵥ v s)
      (∑ m ∈ Finset.univ.erase j, d m * K m j / (E m - E j)) 0 := by
    have hsum : HasDerivAt (fun s => d ⬝ᵥ v s)
        (∑ m, d m * (if m = j then 0 else K m j / (E m - E j))) 0 := by
      simp only [dotProduct]
      exact HasDerivAt.fun_sum fun m _ => (hc m).const_mul (d m)
    refine hsum.congr_deriv ?_
    rw [← Finset.add_sum_erase Finset.univ _ (Finset.mem_univ j), if_pos rfl, mul_zero,
      zero_add]
    refine Finset.sum_congr rfl fun m hm => ?_
    rw [if_neg (Finset.ne_of_mem_erase hm), mul_div_assoc]
  have h0 : d ⬝ᵥ v 0 = d j := by rw [h.start]; simp
  have e : (fun s => strength d (v s)) = fun s => (d ⬝ᵥ v s) * (d ⬝ᵥ v s) := by
    funext s
    exact pow_two _
  rw [e]
  refine (hdot.fun_mul hdot).congr_deriv ?_
  simp only [h0, strengthSlope]
  ring
```

`hasDerivAt_strength` collects these component slopes in `hc`, sums them against $d$ in `hdot`, and applies the product rule to the square. It needs neither symmetry of $K$ nor any signs.

**Q:** The signs are what worry me. Basis states have arbitrary signs.

```lean
/-- With positive dipoles and positive couplings to the other levels, of which there is at least
one, the slope is positive for a level strictly below all others. -/
theorem strengthSlope_pos [Nontrivial ι] {E : ι → ℝ} {K : Matrix ι ι ℝ} {d : ι → ℝ} {j : ι}
    (hE : ∀ m, m ≠ j → E j < E m) (hK : ∀ m, m ≠ j → 0 < K m j) (hd : ∀ m, 0 < d m) :
    0 < strengthSlope E K d j := by
  obtain ⟨k, hk⟩ := exists_ne j
  refine mul_pos (mul_pos two_pos (hd j)) (Finset.sum_pos (fun m hm => ?_) ⟨k, by simp [hk]⟩)
  have hm' := Finset.ne_of_mem_erase hm
  exact div_pos (mul_pos (hd m) (hK m hm')) (sub_pos.2 (hE m hm'))

/-- With positive dipoles and positive couplings to the other levels, of which there is at least
one, the slope is negative for a level strictly above all others. -/
theorem strengthSlope_neg [Nontrivial ι] {E : ι → ℝ} {K : Matrix ι ι ℝ} {d : ι → ℝ} {j : ι}
    (hE : ∀ m, m ≠ j → E m < E j) (hK : ∀ m, m ≠ j → 0 < K m j) (hd : ∀ m, 0 < d m) :
    strengthSlope E K d j < 0 := by
  obtain ⟨k, hk⟩ := exists_ne j
  refine mul_neg_of_pos_of_neg (mul_pos two_pos (hd j))
    (Finset.sum_neg (fun m hm => ?_) ⟨k, by simp [hk]⟩)
  have hm' := Finset.ne_of_mem_erase hm
  exact div_neg_of_pos_of_neg (mul_pos (hd m) (hK m hm')) (sub_neg.2 (hE m hm'))
```

**A:** They do. If no dipole vanishes, you can choose the signs so that all $d_m$ are positive. Positivity of the off-diagonal $K$ is then a physical condition: the attraction mixes pair states so that their dipoles add in phase in the lowest exciton. `Nontrivial` supplies a second level, so the sum isn't empty.

**Q:** A slope isn't yet a brighter exciton.

```lean
/-- A quantity with positive slope at zero exceeds its initial value for all small positive
arguments. -/
theorem eventually_gt_of_slope_pos {f : ℝ → ℝ} {f' : ℝ} (hf : HasDerivAt f f' 0)
    (hpos : 0 < f') : ∀ᶠ s in 𝓝[>] (0 : ℝ), f 0 < f s := by
  have h := (hasDerivAt_iff_tendsto_slope.1 hf).eventually (lt_mem_nhds hpos)
  filter_upwards [h.filter_mono (nhdsWithin_mono 0 fun s hs => (Set.mem_Ioi.1 hs).ne'),
    self_mem_nhdsWithin] with s h1 h2
  have h2' : 0 < s := h2
  rw [slope_def_field, sub_zero] at h1
  have h3 := mul_pos h1 h2'
  rw [div_mul_cancel₀ _ h2'.ne'] at h3
  linarith

/-- Intensity transfer: take two or more levels in strictly increasing order, positive dipoles and
positive off-diagonal `K`, and let `u` and `v` be branches from the lowest and the highest level.
For all sufficiently small `s > 0`, the squared transition dipole of `u s` is larger, and that of
`v s` smaller, than at `s = 0`. -/
theorem intensity_transfer {n : ℕ} {E d : Fin (n + 2) → ℝ}
    {K : Matrix (Fin (n + 2)) (Fin (n + 2)) ℝ} {u v : ℝ → Fin (n + 2) → ℝ}
    (hE : StrictMono E) (hK : ∀ a b, a ≠ b → 0 < K a b) (hd : ∀ m, 0 < d m)
    (hu : IsBranch E K 0 u) (hv : IsBranch E K (Fin.last (n + 1)) v) :
    ∀ᶠ s in 𝓝[>] (0 : ℝ), d 0 ^ 2 < strength d (u s) ∧
      strength d (v s) < d (Fin.last (n + 1)) ^ 2 := by
  have hu0 : strength d (u 0) = d 0 ^ 2 := by simp [strength, hu.start]
  have hv0 : strength d (v 0) = d (Fin.last (n + 1)) ^ 2 := by simp [strength, hv.start]
  have h1 := eventually_gt_of_slope_pos
    (hasDerivAt_strength d hu fun m hm => hE.injective.ne hm)
    (strengthSlope_pos (fun m hm => hE (Fin.pos_iff_ne_zero.2 hm)) (fun m hm => hK m 0 hm) hd)
  have h2 := eventually_gt_of_slope_pos
    (hasDerivAt_strength d hv fun m hm => hE.injective.ne hm).fun_neg
    (neg_pos.2 (strengthSlope_neg (fun m hm => hE (lt_of_le_of_ne (Fin.le_last m) hm))
      (fun m hm => hK m _ hm) hd))
  filter_upwards [h1, h2] with s a b
  exact ⟨by linarith, by linarith⟩
```

**A:** The first lemma turns a positive slope into an increase through the difference quotient. `intensity_transfer` applies it to the lowest strength and to minus the highest. The levels are indexed from `0` to `Fin.last (n + 1)`, so there are at least two. The filter `𝓝[>] 0` means all sufficiently small positive $s$; no bound on $s$ is given.

**Q:** Is intensity moved, or created?

```lean
/-- Sum rule: for symmetric `K` and pairwise distinct levels, the total strength of all
exciton branches is stationary at zero attraction. -/
theorem total_strength_stationary {E : ι → ℝ} {K : Matrix ι ι ℝ} {v : ι → ℝ → ι → ℝ}
    (d : ι → ℝ) (hE : Function.Injective E) (hK : K.IsSymm)
    (h : ∀ j, IsBranch E K j (v j)) :
    HasDerivAt (fun s => ∑ j, strength d (v j s)) 0 0 := by
  refine (HasDerivAt.fun_sum fun j _ =>
    hasDerivAt_strength d (h j) fun m hm => hE.ne hm).congr_deriv ?_
  have hs : ∀ j, strengthSlope E K d j =
      ∑ m, 2 * d j * (d m * K m j / (E m - E j)) := by
    intro j
    rw [strengthSlope, Finset.mul_sum,
      ← Finset.add_sum_erase Finset.univ _ (Finset.mem_univ j)]
    simp only [sub_self, div_zero, mul_zero, zero_add]
  simp only [hs]
  -- what `j` gains from `m` is what `m` loses to `j`
  have anti : ∑ j, ∑ m, 2 * d j * (d m * K m j / (E m - E j)) =
      -∑ j, ∑ m, 2 * d j * (d m * K m j / (E m - E j)) := by
    conv_lhs => rw [Finset.sum_comm]
    simp only [← Finset.sum_neg_distrib]
    refine Finset.sum_congr rfl fun j _ => Finset.sum_congr rfl fun m _ => ?_
    rw [hK.apply m j, ← neg_sub (E m) (E j), div_neg]
    ring
  linarith
```

**A:** For symmetric $K$ and distinct levels, the total strength has zero slope. The proof swaps the summation indices: what $j$ gains from $m$, $m$ loses to $j$. The added diagonal terms are zero because Lean sets division by zero to zero. Completeness of an orthonormal eigenbasis would give conservation at finite $s$ too, but the theorem stops at first order.

**Q:** Show me one branch that really exists.

```lean
/-- Two levels at `-1` and `1`, measured from their mean energy, with all entries of `K` equal to
one: the state with mixing angle `arctan(s)/2` is a branch starting from the lower level. -/
theorem isBranch_witness : IsBranch ![-1, 1] !![1, 1; 1, 1] 0
    (fun s => ![Real.cos (Real.arctan s / 2), Real.sin (Real.arctan s / 2)]) where
  diff := by
    have h : DifferentiableAt ℝ (fun s => Real.arctan s / 2) 0 :=
      (Real.hasDerivAt_arctan 0).differentiableAt.div_const 2
    refine differentiableAt_pi.2 fun i => ?_
    fin_cases i
    · exact h.cos
    · exact h.sin
  start := by
    ext i
    fin_cases i <;> simp
  unit := Eventually.of_forall fun s => by
    rw [dotProduct, Fin.sum_univ_two]
    change Real.cos _ * Real.cos _ + Real.sin _ * Real.sin _ = 1
    linear_combination Real.cos_sq_add_sin_sq (Real.arctan s / 2)
  eigen := Eventually.of_forall fun s => by
    have hK : ∀ (a b : ℝ) (i : Fin 2),
        ((!![1, 1; 1, 1] : Matrix (Fin 2) (Fin 2) ℝ) *ᵥ ![a, b]) i = a + b := by
      intro a b i
      fin_cases i <;> simp [Matrix.mulVec, dotProduct, Fin.sum_univ_two]
    have hC := (Real.cos_arctan_pos s).ne'
    have hS := Real.tan_arctan s
    rw [Real.tan_eq_sin_div_cos, div_eq_iff hC] at hS
    have hD := mul_inv_cancel₀ hC
    -- half-angle relations
    have c1 : Real.cos (Real.arctan s) * Real.cos (Real.arctan s / 2) +
        Real.sin (Real.arctan s) * Real.sin (Real.arctan s / 2) =
        Real.cos (Real.arctan s / 2) := by
      rw [← Real.cos_sub, sub_half]
    have c2 : Real.sin (Real.arctan s) * Real.cos (Real.arctan s / 2) -
        Real.cos (Real.arctan s) * Real.sin (Real.arctan s / 2) =
        Real.sin (Real.arctan s / 2) := by
      rw [← Real.sin_sub, sub_half]
    refine ⟨-s - (Real.cos (Real.arctan s))⁻¹, funext fun i => ?_⟩
    simp only [hamiltonian_mulVec, hK]
    generalize Real.cos (Real.arctan s / 2) = c at *
    generalize Real.sin (Real.arctan s / 2) = r at *
    generalize (Real.cos (Real.arctan s))⁻¹ = D at *
    fin_cases i
    · change -1 * c - s * (c + r) = (-s - D) * c
      linear_combination (-D) * c1 + (c + s * r) * hD + D * r * hS
    · change 1 * r - s * (c + r) = (-s - D) * r
      linear_combination (-D) * c2 + (s * c - r) * hD + D * c * hS

end

end ExcitonIntensityTransfer
```

**A:** Take two levels at $-1$ and $1$, with all entries of $K$ equal to one. Energies are measured from the mean of the two pair energies, a shift that leaves the eigenvectors unchanged. The lower state is $(\cos\theta,\sin\theta)$ with $\theta=\tfrac12\arctan s$, and its eigenvalue is $-s-\sqrt{1+s^2}$. The half-angle relations `c1` and `c2` verify the eigenvalue equation. The strength $(d_0\cos\theta+d_1\sin\theta)^2$ has slope $d_0d_1$ at zero, as the general formula gives: $2d_0d_1/(1-(-1))$.

```lean
#print axioms ExcitonIntensityTransfer.intensity_transfer
#print axioms ExcitonIntensityTransfer.total_strength_stationary
```

```
'ExcitonIntensityTransfer.intensity_transfer' depends on axioms: [propext, Classical.choice, Quot.sound]
'ExcitonIntensityTransfer.total_strength_stationary' depends on axioms: [propext, Classical.choice, Quot.sound]
```
